# Roth's removal rule: a block coupling can be removed by a similarity exactly when a Sylvester equation is solvable

After reducing a non-Hermitian matrix to Schur form, a code may need to separate one group of eigenvalues from the rest, for instance to build a spectral projector. The two groups sit in diagonal blocks, but an off-diagonal block still couples them. The code removes it by solving a linear equation for a rectangular matrix. Roth's rule says when such a removal is possible for finite matrices in exact arithmetic. In electronic structure it applies to finite-basis non-Hermitian Hamiltonians, such as those with a complex absorbing potential; in a Hermitian matrix of this block-triangular form the coupling is already zero.

## Blocks, similarity and intertwiners

Let $K$ be a field, such as $\mathbb R$ or $\mathbb C$. Let $A$ be $m\times m$, $B$ be $n\times n$ and $C$ be $m\times n$, all with entries in $K$, and write

$$M_C=\begin{pmatrix}A&C\\0&B\end{pmatrix},\qquad M_0=\begin{pmatrix}A&0\\0&B\end{pmatrix}.$$

In Lean, `m`, `n` and `p` are finite index types, and the block matrices are indexed by the disjoint union `m ⊕ n`.

```lean
import Mathlib

open Matrix

namespace RothRemoval

noncomputable section

variable {K m n p : Type*} [Field K] [Fintype m] [Fintype n] [Fintype p]
  [DecidableEq m] [DecidableEq n] [DecidableEq p]
```

`IsSimilar M N` means $M=PNP^{-1}$ for some invertible $P$ over the same field. $P$ need not be unitary, so the change of basis may destroy orthogonality.

```lean
/-- Two square matrices are similar if an invertible change of basis turns one into the other. -/
def IsSimilar (M N : Matrix p p K) : Prop :=
  ∃ P : (Matrix p p K)ˣ, M = (P : Matrix p p K) * N * ((P⁻¹ : (Matrix p p K)ˣ) : Matrix p p K)
```

An intertwiner of $M$ and $B$ is a rectangular $Z$ with $MZ=ZB$. If $B$ is a number, $Z$ is a column in the corresponding eigenspace of $M$, with the zero vector included. The intertwiners form a vector space.

```lean
/-- The space of rectangular matrices `Z` with `M Z = Z B`. -/
def intertwiners (M : Matrix p p K) (B : Matrix n n K) : Submodule K (Matrix p n K) where
  carrier := {Z | M * Z = Z * B}
  zero_mem' := by
    change M * 0 = 0 * B
    simp
  add_mem' := by
    intro Y Z hY hZ
    have hY' : M * Y = Y * B := hY
    have hZ' : M * Z = Z * B := hZ
    change M * (Y + Z) = (Y + Z) * B
    rw [Matrix.mul_add, Matrix.add_mul, hY', hZ']
  smul_mem' := by
    intro c Z hZ
    have hZ' : M * Z = Z * B := hZ
    change M * (c • Z) = (c • Z) * B
    rw [Matrix.mul_smul, Matrix.smul_mul, hZ']
```

A matrix with row index `m ⊕ n` has an upper block $U$ and a lower block $V$. The linear map `lower`, written $\pi$ below, keeps $V$.

```lean
/-- The projection of a block column onto its lower block. -/
def lower : Matrix (m ⊕ n) n K →ₗ[K] Matrix n n K where
  toFun Z := Z.submatrix Sum.inr id
  map_add' _ _ := rfl
  map_smul' _ _ := rfl
```

The next definition is a linear map on $m\times n$ matrices, needed in part (f).

```lean
/-- The Sylvester operator `X ↦ A X - X B`. -/
def sylvester (A : Matrix m m K) (B : Matrix n n K) : Matrix m n K →ₗ[K] Matrix m n K where
  toFun X := A * X - X * B
  map_add' X Y := by
    rw [Matrix.mul_add, Matrix.add_mul]
    abel
  map_smul' c X := by
    simp [smul_sub]
```

Finally, each $m\times n$ matrix $X$ gives an invertible matrix

$$P_X=\begin{pmatrix}1&-X\\0&1\end{pmatrix},\qquad P_X^{-1}=\begin{pmatrix}1&X\\0&1\end{pmatrix}.$$

```lean
/-- The unit-triangular change of basis built from a rectangular matrix `X`. -/
def decoupler (X : Matrix m n K) : (Matrix (m ⊕ n) (m ⊕ n) K)ˣ where
  val := fromBlocks 1 (-X) 0 1
  inv := fromBlocks 1 X 0 1
  val_inv := by simp [fromBlocks_multiply]
  inv_val := by simp [fromBlocks_multiply]
```

## (a) Decoupling by a triangular change of basis

**Task.** Show that

$$M_C=P_XM_0P_X^{-1}\iff AX-XB=C.$$

**Solution.** Multiply from the left:

$$P_XM_0P_X^{-1}=\begin{pmatrix}A&-XB\\0&B\end{pmatrix}\begin{pmatrix}1&X\\0&1\end{pmatrix}=\begin{pmatrix}A&AX-XB\\0&B\end{pmatrix}.$$

This equals $M_C$ exactly when the upper right blocks agree.

In a typical calculation, the original complex matrix $H$ is factored as $H=QM_CQ^\dagger$, with $Q$ unitary and $M_C$ upper triangular. Then $M_C$ is the Schur form, and $A$ and $B$ are its diagonal blocks. LAPACK's `trsyl` routines solve the equation for $X$, using the triangular shape of the blocks. When $X$ solves it, the first $m$ columns of $QP_X$ span an invariant subspace on which $H$ has the eigenvalues of $A$, and the last $n$ columns span one on which it has the eigenvalues of $B$.

In the proof, `e` is the block product above, and `fromBlocks_inj` compares the result block by block.

```lean
/-- The triangular change of basis built from `X` relates the coupled matrix to the
block-diagonal one exactly when `X` solves the Sylvester equation. -/
theorem decoupler_iff (A : Matrix m m K) (B : Matrix n n K) (C X : Matrix m n K) :
    fromBlocks A C 0 B = (decoupler X : Matrix (m ⊕ n) (m ⊕ n) K) * fromBlocks A 0 0 B *
      (((decoupler X)⁻¹ : (Matrix (m ⊕ n) (m ⊕ n) K)ˣ) : Matrix (m ⊕ n) (m ⊕ n) K) ↔
    A * X - X * B = C := by
  have e : (decoupler X : Matrix (m ⊕ n) (m ⊕ n) K) * fromBlocks A 0 0 B *
      (((decoupler X)⁻¹ : (Matrix (m ⊕ n) (m ⊕ n) K)ˣ) : Matrix (m ⊕ n) (m ⊕ n) K) =
      fromBlocks A (A * X - X * B) 0 B := by
    change fromBlocks 1 (-X) 0 1 * fromBlocks A 0 0 B * fromBlocks 1 X 0 1 = _
    simp [fromBlocks_multiply, sub_eq_add_neg, add_comm]
  rw [e, fromBlocks_inj]
  exact ⟨fun h => h.2.1.symm, fun h => ⟨rfl, h.symm, rfl, rfl⟩⟩
```

## (b) Intertwiners in block form

**Task.** For $Z=\begin{pmatrix}U\\V\end{pmatrix}$, with $U$ of size $m\times n$ and $V$ of size $n\times n$, show that

$$M_CZ=ZB\iff AU+CV=UB\ \text{ and }\ BV=VB.$$

**Solution.** The two sides of the equation are

$$M_CZ=\begin{pmatrix}AU+CV\\BV\end{pmatrix},\qquad ZB=\begin{pmatrix}UB\\VB\end{pmatrix}.$$

They are equal exactly when both blocks agree.

Lean writes $U$ as `Z.submatrix Sum.inl id` and $V$ as `Z.submatrix Sum.inr id`. The proof compares entries, and `Fintype.sum_sum_type` splits each sum over `m ⊕ n` into its two parts.

```lean
omit [DecidableEq m] [DecidableEq n] in
/-- A block column intertwines the coupled matrix with `B` exactly when its upper and lower
blocks satisfy two coupled matrix equations. -/
theorem block_intertwiner_iff (A : Matrix m m K) (B : Matrix n n K) (C : Matrix m n K)
    (Z : Matrix (m ⊕ n) n K) :
    fromBlocks A C 0 B * Z = Z * B ↔
      A * Z.submatrix Sum.inl id + C * Z.submatrix Sum.inr id = Z.submatrix Sum.inl id * B ∧
      B * Z.submatrix Sum.inr id = Z.submatrix Sum.inr id * B := by
  constructor
  · intro h
    constructor
    · ext i j
      have := congrArg (fun W => W (Sum.inl i) j) h
      simpa [Matrix.mul_apply, Fintype.sum_sum_type] using this
    · ext i j
      have := congrArg (fun W => W (Sum.inr i) j) h
      simpa [Matrix.mul_apply, Fintype.sum_sum_type] using this
  · rintro ⟨h1, h2⟩
    ext i j
    rcases i with i | i
    · have := congrArg (fun W => W i j) h1
      simpa [Matrix.mul_apply, Fintype.sum_sum_type] using this
    · have := congrArg (fun W => W i j) h2
      simpa [Matrix.mul_apply, Fintype.sum_sum_type] using this
```

## (c) Similarity and the number of intertwiners

**Task.** Write $I(M,B)$ for the space of intertwiners of $M$ and $B$. If $M=PNP^{-1}$, show that

$$\dim I(N,B)\le\dim I(M,B).$$

**Solution.** From $M=PNP^{-1}$ we get $MP=PN$. If $NZ=ZB$, then

$$M(PZ)=PNZ=(PZ)B,$$

so $Z\mapsto PZ$ maps $I(N,B)$ linearly into $I(M,B)$. It is injective, because $P^{-1}(PZ)=Z$. An injective linear map cannot lower the dimension.

In Lean, `hmem` is the displayed calculation, `g` is the map, and `key` recovers $Z$ from $PZ$.

```lean
omit [DecidableEq n] in
/-- If `M` is similar to `N`, the intertwiners of `N` with `B` span a space of dimension at most
that of the intertwiners of `M` with `B`. -/
theorem finrank_intertwiners_le {M N : Matrix p p K} (h : IsSimilar M N) (B : Matrix n n K) :
    Module.finrank K (intertwiners N B) ≤ Module.finrank K (intertwiners M B) := by
  obtain ⟨P, hP⟩ := h
  have hMP : M * (P : Matrix p p K) = (P : Matrix p p K) * N := by
    rw [hP, mul_assoc, Units.inv_mul, mul_one]
  have hmem : ∀ Z ∈ intertwiners N B, (P : Matrix p p K) * Z ∈ intertwiners M B := by
    intro Z hZ
    have hZ' : N * Z = Z * B := hZ
    change M * ((P : Matrix p p K) * Z) = (P : Matrix p p K) * Z * B
    rw [← Matrix.mul_assoc, hMP, Matrix.mul_assoc, hZ', ← Matrix.mul_assoc]
  have key : ∀ Z : Matrix p n K,
      ((P⁻¹ : (Matrix p p K)ˣ) : Matrix p p K) * ((P : Matrix p p K) * Z) = Z := by
    intro Z
    rw [← Matrix.mul_assoc, Units.inv_mul, Matrix.one_mul]
  -- multiplication by the change of basis embeds one space in the other
  let g : intertwiners N B →ₗ[K] intertwiners M B :=
    { toFun := fun Z => ⟨(P : Matrix p p K) * Z.1, hmem Z.1 Z.2⟩
      map_add' := fun _ _ => Subtype.ext (Matrix.mul_add _ _ _)
      map_smul' := fun _ _ => Subtype.ext (Matrix.mul_smul _ _ _) }
  apply LinearMap.finrank_le_finrank_of_injective (f := g)
  intro x y hxy
  have hxy' : (P : Matrix p p K) * x.1 = (P : Matrix p p K) * y.1 := congrArg Subtype.val hxy
  apply Subtype.ext
  rw [← key x.1, hxy', key]
```

## (d) Rank-nullity on a subspace

**Task.** Let $f:V\to W$ be linear, with $V$ now a finite-dimensional vector space, and let $S\subseteq V$ be a subspace. Show that

$$\dim f(S)+\dim(S\cap\ker f)=\dim S.$$

**Solution.** Restrict $f$ to $S$. The range of the restriction is $f(S)$, and its kernel consists of the vectors of $S$ that $f$ sends to zero, which is $S\cap\ker f$. Ordinary rank-nullity for the restriction is the claim.

The steps `hr` and `hk` identify the range and the kernel. The latter first lives inside $S$ and is carried into $V$ by the inclusion, without a change of dimension.

```lean
/-- Rank-nullity for a linear map restricted to a subspace. -/
theorem finrank_map_add {V W : Type*} [AddCommGroup V] [Module K V] [FiniteDimensional K V]
    [AddCommGroup W] [Module K W] (f : V →ₗ[K] W) (S : Submodule K V) :
    Module.finrank K (S.map f) + Module.finrank K (S ⊓ LinearMap.ker f : Submodule K V) =
      Module.finrank K S := by
  have h := LinearMap.finrank_range_add_finrank_ker (f.domRestrict S)
  have hr : LinearMap.range (f.domRestrict S) = S.map f := by
    ext y
    constructor
    · rintro ⟨x, rfl⟩
      exact ⟨x.1, x.2, rfl⟩
    · rintro ⟨x, hx, rfl⟩
      exact ⟨⟨x, hx⟩, rfl⟩
  have hk : (LinearMap.ker (f.domRestrict S)).map S.subtype = S ⊓ LinearMap.ker f := by
    ext x
    constructor
    · rintro ⟨y, hy, rfl⟩
      exact ⟨y.2, hy⟩
    · rintro ⟨hx, hf⟩
      exact ⟨⟨x, hx⟩, hf, rfl⟩
  rw [← hk, Submodule.finrank_map_subtype_eq, ← hr]
  exact h
```

## (e) The removal rule

**Task.** Show that

$$M_C\text{ is similar to }M_0\iff\text{there is an }X\text{ with }AX-XB=C.$$

**Solution.** If $X$ solves the equation, part (a) supplies the similarity.

Conversely, suppose that $M_C$ is similar to $M_0$. Put $S=I(M_0,B)$ and $T=I(M_C,B)$. Part (c) gives $\dim S\le\dim T$.

Compare the lower blocks first. By part (b), every $V\in\pi(T)$ satisfies $BV=VB$. For any such $V$, the column with blocks $0$ and $V$ lies in $S$. Hence $\pi(T)\subseteq\pi(S)$.

Now compare the kernels. If $V=0$, the term $CV$ vanishes and the equations for $T$ become those for $S$. Hence $T\cap\ker\pi\subseteq S\cap\ker\pi$. With part (d),

$$\dim\pi(T)=\dim T-\dim(T\cap\ker\pi)\ge\dim S-\dim(S\cap\ker\pi)=\dim\pi(S).$$

Together with the inclusion, this gives $\pi(T)=\pi(S)$.

The identity commutes with $B$, so it lies in $\pi(S)$ and therefore in $\pi(T)$. Some $Z\in T$ thus has lower block $1$. Its upper block $U$ satisfies $AU+C=UB$, and $X=-U$ gives

$$AX-XB=-AU+UB=C.$$

The proof turns on `Submodule.eq_of_le_of_finrank_le`. It takes an inclusion of subspaces and a dimension inequality in the opposite direction, and returns equality. The inclusion is `hmap`. The inequality comes from two uses of `finrank_map_add`, the kernel comparison `h3` and the bound `hdim`, which `omega` combines as statements about natural numbers. The larger subspace must be finite-dimensional, and here it is a space of finite matrices. This device produces an intertwiner with lower block $1$ although the given similarity $P$ need not be triangular.

```lean
/-- **Roth's removal rule**: the coupled block matrix is similar to its block-diagonal part
if and only if the Sylvester equation `A X - X B = C` has a solution. -/
theorem roth_removal (A : Matrix m m K) (B : Matrix n n K) (C : Matrix m n K) :
    IsSimilar (fromBlocks A C 0 B) (fromBlocks A 0 0 B) ↔
      ∃ X : Matrix m n K, A * X - X * B = C := by
  refine ⟨fun h => ?_, fun ⟨X, hX⟩ => ⟨decoupler X, (decoupler_iff A B C X).2 hX⟩⟩
  let S := intertwiners (fromBlocks A 0 0 B) B
  let T := intertwiners (fromBlocks A C 0 B) B
  have hdim : Module.finrank K S ≤ Module.finrank K T := finrank_intertwiners_le h B
  -- every matrix commuting with B is a lower block in the uncoupled problem
  have hS : ∀ V : Matrix n n K, B * V = V * B → V ∈ S.map lower := by
    intro V hV
    have ht : (fromRows (0 : Matrix m n K) V).submatrix Sum.inl id = 0 := by
      ext i j
      rfl
    have hb : (fromRows (0 : Matrix m n K) V).submatrix Sum.inr id = V := by
      ext i j
      rfl
    have hZ : fromBlocks A 0 0 B * fromRows (0 : Matrix m n K) V = fromRows 0 V * B := by
      rw [block_intertwiner_iff, ht, hb]
      exact ⟨by simp, hV⟩
    exact ⟨fromRows 0 V, hZ, hb⟩
  have hmap : T.map lower ≤ S.map lower := by
    rintro _ ⟨Z, hZ, rfl⟩
    exact hS _ ((block_intertwiner_iff A B C Z).1 hZ).2
  -- without a lower block the coupling C is not felt
  have hker : T ⊓ LinearMap.ker lower ≤ S ⊓ LinearMap.ker lower := by
    rintro Z ⟨hZ, h0⟩
    have h0' : Z.submatrix Sum.inr id = 0 := LinearMap.mem_ker.1 h0
    have h1 := (block_intertwiner_iff A B C Z).1 hZ
    refine ⟨(block_intertwiner_iff A B 0 Z).2 ⟨?_, h1.2⟩, h0⟩
    have h2 := h1.1
    rw [h0', Matrix.mul_zero] at h2
    rw [h0', Matrix.mul_zero]
    exact h2
  have heq : T.map lower = S.map lower := by
    apply Submodule.eq_of_le_of_finrank_le hmap
    have h1 := finrank_map_add lower S
    have h2 := finrank_map_add lower T
    have h3 := Submodule.finrank_mono hker
    omega
  -- the identity is therefore a lower block in the coupled problem as well
  have hone : (1 : Matrix n n K) ∈ T.map lower := by
    rw [heq]
    exact hS 1 (by simp)
  obtain ⟨Z, hZ, h1⟩ := hone
  have h1' : Z.submatrix Sum.inr id = 1 := h1
  have h2 := ((block_intertwiner_iff A B C Z).1 hZ).1
  rw [h1', Matrix.mul_one] at h2
  refine ⟨-Z.submatrix Sum.inl id, ?_⟩
  rw [Matrix.mul_neg, Matrix.neg_mul, ← h2]
  abel
```

## (f) When every coupling is removable

**Task.** Show that

$$M_C\text{ is similar to }M_0\text{ for every }C\iff\bigl(AY=YB\Rightarrow Y=0\bigr),$$

where $Y$ ranges over all $m\times n$ matrices.

**Solution.** Let $L(X)=AX-XB$, which is `sylvester A B` in Lean. By part (e), every $C$ is removable exactly when $L$ is surjective. Since $L$ maps a finite-dimensional space to itself, it is surjective exactly when it is injective, that is, when $L(Y)=0$ forces $Y=0$.

For complex matrices, the right-hand condition means that $A$ and $B$ have no common eigenvalue, a familiar translation that the theorem does not include. Nearly equal eigenvalues can make $X$ large and $P_X$ ill-conditioned, so codes often keep close eigenvalues in one block.

The Lean proof gets the exchange of injectivity and surjectivity from `LinearMap.injective_iff_surjective`.

```lean
/-- Every coupling between `A` and `B` can be removed by a similarity if and only if
`A Y = Y B` has only the zero solution. -/
theorem all_couplings_removable_iff (A : Matrix m m K) (B : Matrix n n K) :
    (∀ C : Matrix m n K, IsSimilar (fromBlocks A C 0 B) (fromBlocks A 0 0 B)) ↔
      ∀ Y : Matrix m n K, A * Y = Y * B → Y = 0 := by
  have h := LinearMap.injective_iff_surjective (f := sylvester A B)
  constructor
  · intro hs Y hY
    have inj := h.2 (fun C => (roth_removal A B C).1 (hs C))
    apply inj
    change A * Y - Y * B = A * (0 : Matrix m n K) - (0 : Matrix m n K) * B
    simp [hY]
  · intro hk C
    have inj : Function.Injective (sylvester A B) :=
      (injective_iff_map_eq_zero _).2 (fun Y hY => hk Y (sub_eq_zero.1 hY))
    exact (roth_removal A B C).2 (h.1 inj C)
```

## (g) Equal multiples of the identity

**Task.** Let $A=\varepsilon 1$ and $B=\varepsilon 1$, with the same $\varepsilon\in K$. Show that

$$M_C\text{ is similar to }M_0\iff C=0.$$

**Solution.** By part (e), similarity requires an $X$ with $C=\varepsilon X-X\varepsilon=0$. If $C=0$, then $X=0$ solves the equation.

For $m=n=1$ and $C=1$, $M_C$ is a $2\times2$ Jordan block, the form that a two-level non-Hermitian Hamiltonian takes at an exceptional point in a suitable basis. No change of basis makes it diagonal.

In Lean, `rw [roth_removal]` replaces similarity by solvability, and `simp` does the cancellation.

```lean
/-- If both diagonal blocks are the same multiple `ε` of the identity, a coupling can be removed
by a similarity only if it is zero, and then it can. -/
theorem degenerate_removable_iff (ε : K) (C : Matrix m n K) :
    IsSimilar (fromBlocks (ε • (1 : Matrix m m K)) C 0 (ε • (1 : Matrix n n K)))
      (fromBlocks (ε • (1 : Matrix m m K)) 0 0 (ε • (1 : Matrix n n K))) ↔ C = 0 := by
  rw [roth_removal]
  constructor
  · rintro ⟨X, rfl⟩
    simp
  · rintro rfl
    exact ⟨0, by simp⟩

end

end RothRemoval
```

```lean
#print axioms RothRemoval.roth_removal
#print axioms RothRemoval.all_couplings_removable_iff
#print axioms RothRemoval.degenerate_removable_iff
```

```
'RothRemoval.roth_removal' depends on axioms: [propext, Classical.choice, Quot.sound]
'RothRemoval.all_couplings_removable_iff' depends on axioms: [propext, Classical.choice, Quot.sound]
'RothRemoval.degenerate_removable_iff' depends on axioms: [propext, Classical.choice, Quot.sound]
```
